# For 0 < g ≤ 2π, a squeezed Dirac well of strength g does not tend to the averaging rule

In units with $\hbar=c=1$, an electrostatic potential energy $g\,\delta(x)$ makes a one-dimensional Dirac spinor jump, so the equation multiplies the delta function by a spinor that has no value at that point. Filling the gap with the mean of the two one-sided values gives a definite answer, but for $0<g\le2\pi$ its transfer matrix is not the zero-width limit of the one for a well with potential times width $g$. At $g=2$, with the equation written in the real form used below, the averaging rule rotates the two spinor components into each other by 90°, while the well, in the limit of zero width, rotates them by about 115°. The difference can matter when a short-range potential in a single-particle, one-dimensional Dirac simulation is replaced by a point condition.

## The equation and its two transfer matrices

With $\hbar=c=1$, energy $E$, mass $m$ and constant potential $U$, the stationary equation is
$$f'=(E+m-U)h,\qquad h'=(m-E+U)f .$$
Its coefficients are real, so the real and imaginary parts of a spinor $(f,h)$ obey it separately. Real $2\times2$ matrices, written `M₂`, therefore suffice.

In Lean 4 with Mathlib:

```lean
import Mathlib

open Matrix Filter Topology
open scoped Matrix.Norms.Operator

namespace DiracSqueezedWell

noncomputable section

local notation "M₂" => Matrix (Fin 2) (Fin 2) ℝ
```

The potential enters as $UJ$, where $J^2=-1$.

```lean
/-- The matrix through which an electrostatic potential enters the real two-component
Dirac equation in one dimension. -/
def J : M₂ := !![0, -1; 1, 0]
```

Write $R(\theta)=\cos\theta\,1+\sin\theta\,J$ for the rotation of the two components.

```lean
/-- Rotation of the two spinor components by the angle `θ`. -/
def rotation (θ : ℝ) : M₂ := !![Real.cos θ, -Real.sin θ; Real.sin θ, Real.cos θ]
```

A well of width $w$ has potential $g/w$. "Well" is used for either sign of $g$; for positive $g$ the potential is raised, not lowered. A fixed matrix $B$ holds the other terms, and the transfer matrix is $\exp[w((g/w)J+B)]$.

```lean
/-- Transfer matrix across a well of width `w ≠ 0` and potential `g / w`, where `B` collects
the remaining terms of the equation. -/
def squeezedTransfer (g : ℝ) (B : M₂) (w : ℝ) : M₂ :=
  NormedSpace.exp (w • ((g / w) • J + B))
```

The averaging rule $p-q=gJ(p+q)/2$, with $q$ the spinor on the left and $p$ on the right, leads to its own transfer matrix.

```lean
/-- Transfer matrix `(1 - gJ/2)⁻¹ (1 + gJ/2)` of the averaging rule. -/
def averagedTransfer (g : ℝ) : M₂ := (1 - (g / 2) • J)⁻¹ * (1 + (g / 2) • J)
```

The Dirac generator itself is written out in full.

```lean
/-- Generator of the stationary Dirac equation `f' = (E + m - U) h`, `h' = (m - E + U) f`
at energy `E`, mass `m` and constant potential `U`. -/
def diracGenerator (E m U : ℝ) : M₂ := !![0, E + m - U; m - E + U, 0]
```

## The well in the limit of zero width

If $\Phi'=A\Phi$ with constant $A$, then
$$\frac{d}{dx}\left(e^{-xA}\Phi\right)=e^{-xA}(-A+A)\Phi=0 .$$
Hence $e^{-wA}\Phi(w)=\Phi(0)$, and multiplying by $e^{wA}$ gives $\Phi(w)=e^{wA}\Phi(0)$. In the proof, `hconst` is the constancy and `hinv` the cancellation of the exponentials. The theorem takes $A$ constant on the whole line; joining the interior solution to the outside by continuity at the well's edges is a physical step added here.

```lean
/-- If the columns of `Φ` solve `ψ' = A ψ` on the line with constant `A`, then `exp (w A)`
carries their values at `0` to their values at `w`. -/
theorem transfer_of_solution (A : M₂) (Φ : ℝ → M₂)
    (h : ∀ x, HasDerivAt Φ (A * Φ x) x) (w : ℝ) :
    Φ w = NormedSpace.exp (w • A) * Φ 0 := by
  -- undoing the propagation leaves a constant
  have hd : ∀ x, HasDerivAt (fun y : ℝ => NormedSpace.exp (y • (-A)) * Φ y) 0 x := by
    intro x
    have h1 := (hasDerivAt_exp_smul_const (-A) x).fun_mul (h x)
    refine h1.congr_deriv ?_
    noncomm_ring
  have hconst := is_const_of_deriv_eq_zero (fun x => (hd x).differentiableAt)
    (fun x => (hd x).deriv) w 0
  simp only [zero_smul, NormedSpace.exp_zero, one_mul] at hconst
  have hc : Commute (w • A) (w • (-A)) := by
    rw [smul_neg]
    exact (Commute.refl _).neg_right
  have hinv : NormedSpace.exp (w • A) * NormedSpace.exp (w • (-A)) = 1 := by
    rw [← Matrix.exp_add_of_commute _ _ hc, smul_neg, add_neg_cancel, NormedSpace.exp_zero]
  rw [← hconst, ← mul_assoc, hinv, one_mul]
```

Since $R'=-\sin\theta\,1+\cos\theta\,J=JR$ and $R(0)=1$, the previous step with $A=J$ gives $e^{gJ}=R(g)$.

```lean
/-- The exponential of `g J` is the rotation by `g`. -/
theorem exp_smul_J (g : ℝ) : NormedSpace.exp (g • J) = rotation g := by
  have hr : rotation = fun x => Real.cos x • (1 : M₂) + Real.sin x • J := by
    funext x
    ext i j
    fin_cases i <;> fin_cases j <;> simp [rotation, J]
  -- the rotation solves the equation with generator `J`
  have hd : ∀ x, HasDerivAt rotation (J * rotation x) x := by
    intro x
    have h1 := ((Real.hasDerivAt_cos x).smul_const (1 : M₂)).fun_add
      ((Real.hasDerivAt_sin x).smul_const J)
    rw [← hr] at h1
    refine h1.congr_deriv ?_
    ext i j
    fin_cases i <;> fin_cases j <;> simp [rotation, J, Matrix.mul_apply, Fin.sum_univ_two]
  have h0 : rotation 0 = 1 := by
    ext i j
    fin_cases i <;> fin_cases j <;> simp [rotation]
  rw [transfer_of_solution J rotation hd g, h0, mul_one]
```

For $w\ne0$ the exponent is $gJ+wB$. The exponential is continuous, so the limit is $e^{gJ}=R(g)$, whether or not $J$ and $B$ commute. The filter `𝓝[≠] 0` lets $w$ approach zero from both sides, which includes the physical case $w>0$.

```lean
/-- As the width of the well tends to zero at fixed strength `g`, its transfer matrix tends
to the rotation by `g`, for every `B`. -/
theorem squeezedTransfer_tendsto (g : ℝ) (B : M₂) :
    Tendsto (squeezedTransfer g B) (𝓝[≠] 0) (𝓝 (rotation g)) := by
  have hc : Continuous (fun w : ℝ => NormedSpace.exp (g • J + w • B)) :=
    NormedSpace.exp_continuous.comp (by fun_prop)
  have h := hc.tendsto 0
  simp only [zero_smul, add_zero, exp_smul_J] at h
  refine (h.mono_left nhdsWithin_le_nhds).congr' ?_
  filter_upwards [self_mem_nhdsWithin] with w hw
  have hw' : w ≠ 0 := hw
  rw [squeezedTransfer, smul_add, smul_smul, mul_div_cancel₀ g hw']
```

The Dirac generator is $UJ$ plus a matrix containing only $E$ and $m$. Setting $U=g/w$ gives the same limit at every mass and energy.

```lean
/-- For a Dirac particle of any mass and energy, the transfer matrix across a region of
width `w` and potential `g / w` tends to the rotation by `g` as `w` tends to zero. -/
theorem dirac_well_tendsto (E m g : ℝ) :
    Tendsto (fun w : ℝ => NormedSpace.exp (w • diracGenerator E m (g / w)))
      (𝓝[≠] 0) (𝓝 (rotation g)) := by
  have h : ∀ U, diracGenerator E m U = U • J + !![0, E + m; m - E, 0] := by
    intro U
    ext i j
    fin_cases i <;> fin_cases j <;> simp [diracGenerator, J] <;> ring
  simp only [h]
  exact squeezedTransfer_tendsto g _
```

## The angle produced by averaging

The determinant of $1-gJ/2$ is $1+g^2/4>0$.

```lean
/-- The matrix `1 - gJ/2` is invertible for every real strength `g`. -/
theorem isUnit_det_averaging (g : ℝ) : IsUnit (1 - (g / 2) • J : M₂).det := by
  have h : (1 - (g / 2) • J : M₂).det = 1 + (g / 2) ^ 2 := by
    rw [Matrix.det_fin_two]
    simp [J]
    ring
  rw [h]
  exact isUnit_iff_ne_zero.2 (by positivity)
```

Collecting $p$ and $q$ turns the jump condition into $(1-gJ/2)p=(1+gJ/2)q$, which can now be solved for $p$. The identity `key` does the collecting.

```lean
/-- The spinor jumps by `g J` times the mean of its two one-sided values exactly when
`averagedTransfer g` carries the left value `q` to the right value `p`. -/
theorem averaging_rule_iff (g : ℝ) (p q : Fin 2 → ℝ) :
    p - q = (g • J) *ᵥ ((1 / 2 : ℝ) • (p + q)) ↔ p = averagedTransfer g *ᵥ q := by
  have key : p - q - (g • J) *ᵥ ((1 / 2 : ℝ) • (p + q))
      = (1 - (g / 2) • J) *ᵥ p - (1 + (g / 2) • J) *ᵥ q := by
    ext i
    fin_cases i <;> simp [J, dotProduct, Fin.sum_univ_two] <;> ring
  have hu := isUnit_det_averaging g
  rw [← sub_eq_zero, key, sub_eq_zero]
  constructor
  · intro h
    rw [averagedTransfer, ← Matrix.mulVec_mulVec, ← h, Matrix.mulVec_mulVec,
      Matrix.nonsing_inv_mul _ hu, Matrix.one_mulVec]
  · intro h
    rw [h, averagedTransfer, Matrix.mulVec_mulVec, ← mul_assoc,
      Matrix.mul_nonsing_inv _ hu, one_mul]
```

Put $a=g/2$. The averaged matrix equals $R(\theta)$ exactly when $1+aJ=(1-aJ)R(\theta)$, that is,
$$\cos\theta+a\sin\theta=1,\qquad \sin\theta-a\cos\theta=a .$$
With $s=\sin(\theta/2)$ and $c=\cos(\theta/2)$ these become
$$-2s(s-ac)=0,\qquad 2c(s-ac)=0 .$$
As $s^2+c^2=1$, both hold exactly when $s=ac$. The `linear_combination` steps carry out this algebra.

```lean
/-- The averaging rule gives the rotation by `θ` exactly when
`sin (θ/2) = (g/2) cos (θ/2)`. -/
theorem averagedTransfer_eq_rotation_iff (g θ : ℝ) :
    averagedTransfer g = rotation θ ↔ Real.sin (θ / 2) = g / 2 * Real.cos (θ / 2) := by
  have hu := isUnit_det_averaging g
  have hM : averagedTransfer g = rotation θ ↔
      1 + (g / 2) • J = (1 - (g / 2) • J) * rotation θ := by
    constructor
    · intro h
      rw [← h, averagedTransfer, ← mul_assoc, Matrix.mul_nonsing_inv _ hu, one_mul]
    · intro h
      rw [averagedTransfer, h, ← mul_assoc, Matrix.nonsing_inv_mul _ hu, one_mul]
  -- pass to the half angle
  have hc : Real.cos θ = 2 * Real.cos (θ / 2) ^ 2 - 1 := by
    rw [← Real.cos_two_mul]
    congr 1
    ring
  have hs : Real.sin θ = 2 * Real.sin (θ / 2) * Real.cos (θ / 2) := by
    rw [← Real.sin_two_mul]
    congr 1
    ring
  have hp := Real.sin_sq_add_cos_sq (θ / 2)
  rw [hM]
  constructor
  · intro h
    have h0 := congrFun (congrFun h 0) 0
    have h1 := congrFun (congrFun h 1) 0
    simp [J, rotation, Matrix.mul_apply, Fin.sum_univ_two] at h0 h1
    rw [hc, hs] at h0 h1
    linear_combination Real.sin (θ / 2) / 2 * h0 - Real.cos (θ / 2) / 2 * h1
      + g / 2 * Real.cos (θ / 2) * hp
  · intro h
    have e0 : Real.cos θ + g / 2 * Real.sin θ = 1 := by
      rw [hc, hs]
      linear_combination -2 * Real.sin (θ / 2) * h + 2 * hp
    have e1 : Real.sin θ - g / 2 * Real.cos θ = g / 2 := by
      rw [hc, hs]
      linear_combination 2 * Real.cos (θ / 2) * h
    ext i j
    fin_cases i <;> fin_cases j <;>
      simp [J, rotation, Matrix.mul_apply, Fin.sum_univ_two] <;> linarith
```

The choice $\theta=2\arctan(g/2)$ satisfies the criterion, because $\tan(\theta/2)=g/2$.

```lean
/-- The averaging rule rotates the spinor by `2 arctan (g/2)`. -/
theorem averagedTransfer_eq_rotation (g : ℝ) :
    averagedTransfer g = rotation (2 * Real.arctan (g / 2)) := by
  rw [averagedTransfer_eq_rotation_iff, mul_div_cancel_left₀ _ (two_ne_zero' ℝ)]
  have h := Real.tan_arctan (g / 2)
  rwa [Real.tan_eq_sin_div_cos, div_eq_iff (Real.cos_arctan_pos _).ne'] at h
```

## Where the two disagree

Limits are unique, so the well tends to the averaged matrix only if that matrix is $R(g)$. This is the criterion with $\theta=g$.

```lean
/-- The squeezed well reproduces the averaging rule in the limit of zero width exactly when
`sin (g/2) = (g/2) cos (g/2)`. -/
theorem tendsto_averagedTransfer_iff (g : ℝ) (B : M₂) :
    Tendsto (squeezedTransfer g B) (𝓝[≠] 0) (𝓝 (averagedTransfer g)) ↔
      Real.sin (g / 2) = g / 2 * Real.cos (g / 2) := by
  rw [← averagedTransfer_eq_rotation_iff]
  constructor
  · intro h
    exact tendsto_nhds_unique h (squeezedTransfer_tendsto g B)
  · intro h
    rw [h]
    exact squeezedTransfer_tendsto g B
```

Let $x=g/2\in(0,\pi]$. If $x<\pi/2$, then $x<\tan x$, so $x\cos x<\sin x$. If $x\ge\pi/2$, then $x\cos x\le0\le\sin x$; equality would make sine and cosine both vanish, which is impossible. Some upper bound on $g$ is needed, since $\tan x=x$ has a root near $x=4.493$, or $g\approx8.99$. The theorem compares the matrices with their signs: at $g\approx5.60$, where $x\tan x=-1$, they differ only by an overall factor $-1$, which leaves the reflection and transmission probabilities unchanged.

```lean
/-- For strengths `0 < g ≤ 2π` the transfer matrix of the squeezed well does not tend to that
of the averaging rule. -/
theorem not_tendsto_averagedTransfer (g : ℝ) (B : M₂) (h0 : 0 < g) (h1 : g ≤ 2 * Real.pi) :
    ¬ Tendsto (squeezedTransfer g B) (𝓝[≠] 0) (𝓝 (averagedTransfer g)) := by
  rw [tendsto_averagedTransfer_iff]
  intro h
  have hx : 0 < g / 2 := by linarith
  rcases lt_or_ge (g / 2) (Real.pi / 2) with hlt | hge
  · -- below a quarter turn, `x < tan x`
    have hcos : 0 < Real.cos (g / 2) := Real.cos_pos_of_mem_Ioo ⟨by linarith, hlt⟩
    have ht := Real.lt_tan hx hlt
    rw [Real.tan_eq_sin_div_cos, lt_div_iff₀ hcos] at ht
    linarith
  · -- from there on, `x cos x ≤ 0 ≤ sin x`, and the two sides cannot both vanish
    have hcos : Real.cos (g / 2) ≤ 0 :=
      Real.cos_nonpos_of_pi_div_two_le_of_le hge (by linarith)
    have hsin : 0 ≤ Real.sin (g / 2) :=
      Real.sin_nonneg_of_nonneg_of_le_pi hx.le (by linarith)
    have hprod := mul_nonneg hx.le (neg_nonneg.2 hcos)
    have hs0 : Real.sin (g / 2) = 0 := by linarith
    have hc0 : Real.cos (g / 2) = 0 := by
      rw [hs0] at h
      exact (mul_eq_zero.1 h.symm).resolve_left hx.ne'
    have hp := Real.sin_sq_add_cos_sq (g / 2)
    rw [hs0, hc0] at hp
    norm_num at hp

end

end DiracSqueezedWell
```

```lean
#print axioms DiracSqueezedWell.dirac_well_tendsto
-- 'DiracSqueezedWell.dirac_well_tendsto' depends on axioms: [propext, Classical.choice, Quot.sound]
#print axioms DiracSqueezedWell.averaging_rule_iff
-- 'DiracSqueezedWell.averaging_rule_iff' depends on axioms: [propext, Classical.choice, Quot.sound]
#print axioms DiracSqueezedWell.averagedTransfer_eq_rotation
-- 'DiracSqueezedWell.averagedTransfer_eq_rotation' depends on axioms: [propext, Classical.choice, Quot.sound]
#print axioms DiracSqueezedWell.not_tendsto_averagedTransfer
-- 'DiracSqueezedWell.not_tendsto_averagedTransfer' depends on axioms: [propext, Classical.choice, Quot.sound]
```

## The case g = 2, and a corrected strength

For $g=2$ the averaged matrix is
$$(1-J)^{-1}(1+J)=\tfrac12(1+J)^2=J ,$$
which sends $(1,0)$ to $(0,1)$. The squeezed well sends it to $(\cos2,\sin2)\approx(-0.416,\,0.909)$.

The half-angle criterion also shows how to repair the rule: averaging with strength $g'=2\tan(g/2)$ gives $R(g)$ whenever $g$ is not an odd multiple of $\pi$. For $g=2$ this means $g'\approx3.115$.
